# A Two-State Pseudo Jahn-Teller Model Keeps Its Symmetric Global Minimum Exactly When $V^2\le kD$

**Q:** Take a molecule at a symmetric geometry with a non-degenerate ground state. A distortion $Q$ costs elastic energy, but it also mixes in an excited state, which pushes the ground state down. Which effect wins? I am told that a theorem about a square root settles this. Where are the two states?

**A:** They are in a matrix. Let the electronic energies at $Q=0$ be $-D$ and $D$, with linear coupling $VQ$ and a common elastic energy $kQ^2/2$:

$$H(Q)=\begin{pmatrix}kQ^2/2-D & VQ\\ VQ & kQ^2/2+D\end{pmatrix}.$$

The force constant $k>0$ is the stiffness without the mixing, and $D>0$ is half the electronic gap at $Q=0$. If you quote the full gap $\Delta=2D$, the criterion reads $V^2\le k\Delta/2$.

In Lean 4 with Mathlib:

```lean
import Mathlib

open Matrix

namespace PseudoJahnTeller

noncomputable section

/-- The vibronic Hamiltonian of two electronic states at energies `-D` and `D`, coupled
linearly by `V * Q` and sharing the elastic energy `k * Q ^ 2 / 2`. -/
def vibronicH (k D V Q : ℝ) : Matrix (Fin 2) (Fin 2) ℝ :=
  !![k * Q ^ 2 / 2 - D, V * Q; V * Q, k * Q ^ 2 / 2 + D]
```

**Q:** And the surface?

**A:** With $s=\sqrt{D^2+V^2Q^2}$, it is $E(Q)=kQ^2/2-s$, called `lowerSurface`. The candidate for the energy at the bottom of a distorted well is `wellEnergy`, $E_w=-V^2/(2k)-kD^2/(2V^2)$. All parameters are real numbers, in any consistent units.

```lean
/-- The lower adiabatic energy surface as a function of the distortion `Q`. -/
def lowerSurface (k D V Q : ℝ) : ℝ :=
  k * Q ^ 2 / 2 - √(D ^ 2 + V ^ 2 * Q ^ 2)

/-- The energy `-V² / (2k) - k D² / (2V²)`, for nonzero `k` and `V`. -/
def wellEnergy (k D V : ℝ) : ℝ :=
  -V ^ 2 / (2 * k) - k * D ^ 2 / (2 * V ^ 2)
```

**Q:** So $E$ is simply defined. What makes it the ground energy of $H$?

**A:** Two theorems do. The first exhibits the eigenvector $(D+s,\,-VQ)$. The first row of $(H-E)$ applied to it gives $(s-D)(s+D)-V^2Q^2=0$, and the second gives $VQ(D+s)-(s+D)VQ=0$. The vector is nonzero because $D+s>0$. Its squared norm is $2s(s+D)$, so the normalised state is $(D+s,-VQ)/\sqrt{2s(s+D)}$, with weight $(s-D)/(2s)$ on the upper electronic state.

In the proof, `generalize` replaces the root by a letter `s`, keeping only $s^2=D^2+V^2Q^2$ and $s\ge0$. The first row then follows by `linear_combination hs`, and the second by `ring`.

```lean
/-- The lower surface is an eigenvalue of the vibronic Hamiltonian, with an explicit
nonzero eigenvector. -/
theorem lowerSurface_eigenvector (k D V Q : ℝ) (hD : 0 < D) :
    ![D + √(D ^ 2 + V ^ 2 * Q ^ 2), -(V * Q)] ≠ 0 ∧
    vibronicH k D V Q *ᵥ ![D + √(D ^ 2 + V ^ 2 * Q ^ 2), -(V * Q)] =
      lowerSurface k D V Q • ![D + √(D ^ 2 + V ^ 2 * Q ^ 2), -(V * Q)] := by
  have hs : √(D ^ 2 + V ^ 2 * Q ^ 2) ^ 2 = D ^ 2 + V ^ 2 * Q ^ 2 :=
    Real.sq_sqrt (by positivity)
  have hs0 := Real.sqrt_nonneg (D ^ 2 + V ^ 2 * Q ^ 2)
  unfold lowerSurface
  generalize √(D ^ 2 + V ^ 2 * Q ^ 2) = s at hs hs0 ⊢
  constructor
  · intro h
    have h0 : D + s = 0 := congrFun h 0
    linarith
  · ext i
    fin_cases i
    · simp [vibronicH, Matrix.mulVec, dotProduct, Fin.sum_univ_two]
      linear_combination hs
    · simp [vibronicH, Matrix.mulVec, dotProduct, Fin.sum_univ_two]
      ring
```

**Q:** An eigenvalue could still be the upper one.

**A:** The second theorem excludes that. For any real vector $x=(x_0,x_1)$,

$$x^TH x-E\,x^Tx=(s-D)x_0^2+2VQx_0x_1+(s+D)x_1^2.$$

Multiply by $s+D>0$ and use $s^2-D^2=V^2Q^2$: the right side becomes $(VQx_0+(s+D)x_1)^2\ge0$. In the code, `e` is the expansion and `sq` the perfect square. Real vectors suffice, since for a real symmetric matrix the real and imaginary parts of a complex state contribute separately.

```lean
/-- Variational bound: the energy form of the vibronic Hamiltonian in any real state vector
is at least the lower surface times the squared norm of the vector. -/
theorem lowerSurface_variational (k D V Q : ℝ) (hD : 0 < D) (x : Fin 2 → ℝ) :
    lowerSurface k D V Q * (x ⬝ᵥ x) ≤ x ⬝ᵥ (vibronicH k D V Q *ᵥ x) := by
  have hs : √(D ^ 2 + V ^ 2 * Q ^ 2) ^ 2 = D ^ 2 + V ^ 2 * Q ^ 2 :=
    Real.sq_sqrt (by positivity)
  have hs0 := Real.sqrt_nonneg (D ^ 2 + V ^ 2 * Q ^ 2)
  unfold lowerSurface
  generalize √(D ^ 2 + V ^ 2 * Q ^ 2) = s at hs hs0 ⊢
  have e : x ⬝ᵥ (vibronicH k D V Q *ᵥ x) - (k * Q ^ 2 / 2 - s) * (x ⬝ᵥ x) =
      (s - D) * x 0 ^ 2 + 2 * V * Q * x 0 * x 1 + (s + D) * x 1 ^ 2 := by
    simp [vibronicH, Matrix.mulVec, dotProduct, Fin.sum_univ_two]
    ring
  -- multiplied by s + D, the difference is a perfect square
  have sq : (s + D) * ((s - D) * x 0 ^ 2 + 2 * V * Q * x 0 * x 1 + (s + D) * x 1 ^ 2) =
      (V * Q * x 0 + (s + D) * x 1) ^ 2 := by
    linear_combination x 0 ^ 2 * hs
  have hpos : 0 < s + D := by linarith
  have hn : 0 ≤ (s - D) * x 0 ^ 2 + 2 * V * Q * x 0 * x 1 + (s + D) * x 1 ^ 2 :=
    (mul_nonneg_iff_of_pos_left hpos).mp (by rw [sq]; exact sq_nonneg _)
  linarith
```

**Q:** Fine, $E$ is the ground energy. Why does weak coupling leave the molecule symmetric, even for large distortions?

**A:** At $Q=0$ the energy is $-D$. If $V^2\le kD$ and $Q\ne0$, then

$$D^2+V^2Q^2\le D^2+kDQ^2<\left(D+\tfrac{kQ^2}{2}\right)^2.$$

Taking roots gives $s<D+kQ^2/2$, which is $E(Q)>-D$. No expansion in small $Q$ is involved, and the inequality is strict even at $V^2=kD$. The proof follows the same route: `Real.sqrt_lt'` turns the comparison of roots into one of squares.

```lean
/-- At the undistorted geometry the lower surface has energy `-D`. -/
theorem lowerSurface_zero (k D V : ℝ) (hD : 0 ≤ D) : lowerSurface k D V 0 = -D := by
  unfold lowerSurface
  rw [show D ^ 2 + V ^ 2 * 0 ^ 2 = D ^ 2 by ring, Real.sqrt_sq hD]
  ring

/-- For `V² ≤ k D` every distortion strictly raises the energy above that of the
undistorted geometry. -/
theorem weak_coupling_strict_min {k D V Q : ℝ} (hk : 0 < k) (hD : 0 < D)
    (h : V ^ 2 ≤ k * D) (hQ : Q ≠ 0) :
    lowerSurface k D V 0 < lowerSurface k D V Q := by
  rw [lowerSurface_zero k D V hD.le]
  have hQ2 : 0 < Q ^ 2 := by positivity
  have h1 : V ^ 2 * Q ^ 2 ≤ k * D * Q ^ 2 := mul_le_mul_of_nonneg_right h hQ2.le
  have h2 : 0 < (k * Q ^ 2 / 2) ^ 2 := by positivity
  have h3 : √(D ^ 2 + V ^ 2 * Q ^ 2) < D + k * Q ^ 2 / 2 := by
    rw [Real.sqrt_lt' (by positivity)]
    linarith [show (D + k * Q ^ 2 / 2) ^ 2 =
      D ^ 2 + k * D * Q ^ 2 + (k * Q ^ 2 / 2) ^ 2 by ring]
  unfold lowerSurface
  linarith
```

**Q:** And strong coupling?

**A:** Use $s$ as the variable. For $V\ne0$ we have $Q^2=(s^2-D^2)/V^2$, so

$$E=\frac{k(s^2-D^2)}{2V^2}-s=E_w+\frac{k}{2V^2}\left(s-\frac{V^2}{k}\right)^2.$$

The proof makes this substitution as `hQ`, then clears denominators. Setting $Q=0$, where $s=D$, gives the stabilisation energy

$$-D-E_w=\frac{(V^2-kD)^2}{2kV^2},$$

which the file checks directly from the definitions.

```lean
/-- The lower surface is the well energy plus a multiple of a perfect square. -/
theorem lowerSurface_complete_square {k V : ℝ} (D Q : ℝ) (hk : k ≠ 0) (hV : V ≠ 0) :
    lowerSurface k D V Q = wellEnergy k D V +
      k / (2 * V ^ 2) * (√(D ^ 2 + V ^ 2 * Q ^ 2) - V ^ 2 / k) ^ 2 := by
  have hs : √(D ^ 2 + V ^ 2 * Q ^ 2) ^ 2 = D ^ 2 + V ^ 2 * Q ^ 2 :=
    Real.sq_sqrt (by positivity)
  unfold lowerSurface wellEnergy
  generalize √(D ^ 2 + V ^ 2 * Q ^ 2) = s at hs ⊢
  -- trade the distortion for the half-gap s
  have hQ : Q ^ 2 = (s ^ 2 - D ^ 2) / V ^ 2 := by
    rw [eq_div_iff (pow_ne_zero 2 hV)]
    linear_combination -hs
  rw [hQ]
  field_simp
  ring

/-- The undistorted geometry lies above the well energy by `(V² - k D)² / (2 k V²)`. -/
theorem stabilization_energy {k D V : ℝ} (hk : k ≠ 0) (hD : 0 ≤ D) (hV : V ≠ 0) :
    lowerSurface k D V 0 - wellEnergy k D V =
      (V ^ 2 - k * D) ^ 2 / (2 * k * V ^ 2) := by
  rw [lowerSurface_zero k D V hD]
  unfold wellEnergy
  field_simp
  ring
```

**Q:** The square need not vanish at a real distortion.

**A:** It does when $kD<V^2$. We need $s=V^2/k$, hence

$$Q^2=\frac{V^4/k^2-D^2}{V^2}=\frac{V^2}{k^2}-\frac{D^2}{V^2},$$

which is positive because $V^2/k>D$. The first theorem below shows that $E=E_w$ at exactly these distortions. The second takes the root of this $Q^2$ to reach $E_w$, and uses the nonnegative square to show that nothing lies lower.

```lean
/-- For `k D < V²` the lower surface takes the well energy exactly at the distortions with
`Q² = V² / k² - D² / V²`. -/
theorem strong_coupling_minimizers {k D V : ℝ} (Q : ℝ) (hk : 0 < k) (hD : 0 < D)
    (h : k * D < V ^ 2) :
    lowerSurface k D V Q = wellEnergy k D V ↔ Q ^ 2 = V ^ 2 / k ^ 2 - D ^ 2 / V ^ 2 := by
  have hV2 : 0 < V ^ 2 := lt_trans (mul_pos hk hD) h
  have hV : V ≠ 0 := by
    rintro rfl
    simp at hV2
  have hs : √(D ^ 2 + V ^ 2 * Q ^ 2) ^ 2 = D ^ 2 + V ^ 2 * Q ^ 2 :=
    Real.sq_sqrt (by positivity)
  have hc : k / (2 * V ^ 2) ≠ 0 := by positivity
  have hd : V ^ 2 * (D ^ 2 / V ^ 2) = D ^ 2 := by field_simp
  have hid : V ^ 2 * (V ^ 2 / k ^ 2 - D ^ 2 / V ^ 2) = (V ^ 2 / k) ^ 2 - D ^ 2 := by
    rw [mul_sub, hd]
    ring
  rw [lowerSurface_complete_square D Q hk.ne' hV]
  constructor
  · intro hE
    have h0 : k / (2 * V ^ 2) * (√(D ^ 2 + V ^ 2 * Q ^ 2) - V ^ 2 / k) ^ 2 = 0 := by
      linarith
    have h1 : √(D ^ 2 + V ^ 2 * Q ^ 2) - V ^ 2 / k = 0 :=
      (pow_eq_zero_iff two_ne_zero).mp ((mul_eq_zero.mp h0).resolve_left hc)
    rw [sub_eq_zero.mp h1] at hs
    apply mul_left_cancel₀ hV2.ne'
    linarith
  · intro hQ
    have h1 : D ^ 2 + V ^ 2 * Q ^ 2 = (V ^ 2 / k) ^ 2 := by
      rw [hQ]
      linarith
    rw [h1, Real.sqrt_sq (by positivity)]
    ring

/-- For `k D < V²` the least value of the lower surface is the well energy. -/
theorem strong_coupling_isLeast {k D V : ℝ} (hk : 0 < k) (hD : 0 < D)
    (h : k * D < V ^ 2) :
    IsLeast (Set.range (lowerSurface k D V)) (wellEnergy k D V) := by
  have hV2 : 0 < V ^ 2 := lt_trans (mul_pos hk hD) h
  have hV : V ≠ 0 := by
    rintro rfl
    simp at hV2
  have hn : 0 ≤ V ^ 2 / k ^ 2 - D ^ 2 / V ^ 2 := by
    rw [sub_nonneg, div_le_div_iff₀ hV2 (by positivity)]
    have := mul_self_le_mul_self (mul_pos hk hD).le h.le
    linarith [show k * D * (k * D) = D ^ 2 * k ^ 2 by ring]
  refine ⟨⟨√(V ^ 2 / k ^ 2 - D ^ 2 / V ^ 2),
    (strong_coupling_minimizers _ hk hD h).mpr (Real.sq_sqrt hn)⟩, ?_⟩
  rintro _ ⟨Q, rfl⟩
  rw [lowerSurface_complete_square D Q hk.ne' hV]
  exact le_add_of_nonneg_right (by positivity)
```

**Q:** Give me numbers.

**A:** Take $k=D=1$ and $V=2$, so $V^2=4>kD=1$. Then $Q^2=4-\tfrac14=\tfrac{15}{4}$ and $s=\sqrt{1+15}=4$. The energy is $\tfrac{15}{8}-4=-\tfrac{17}{8}$, which agrees with $E_w=-2-\tfrac18$. The symmetric point, at $-1$, lies $\tfrac98$ higher, and the upper electronic state has weight $\tfrac38$ in the distorted ground state.

**Q:** How do I read the final statement?

**A:** Its first half says that $E(0)\le E(Q)$ for all $Q$ if and only if $V^2\le kD$. Its second half says that for $kD<V^2$ the explicit well energy is `IsLeast` in `Set.range (lowerSurface k D V)`: some distortion attains it, and none goes below. The case $V=0$ belongs to the first regime.

For the "only if" direction, suppose $kD<V^2$. A distorted geometry then reaches $E_w$, and the stabilisation energy is positive, so $Q=0$ cannot be a global minimum. The other direction is the weak-coupling inequality, with $Q=0$ treated separately.

```lean
/-- Pseudo Jahn-Teller criterion: the undistorted geometry is a global minimum of the lower
surface exactly when `V² ≤ k D`; otherwise the minimum value is `-V² / (2k) - k D² / (2V²)`. -/
theorem pseudo_jahn_teller {k D : ℝ} (V : ℝ) (hk : 0 < k) (hD : 0 < D) :
    ((∀ Q, lowerSurface k D V 0 ≤ lowerSurface k D V Q) ↔ V ^ 2 ≤ k * D) ∧
    (k * D < V ^ 2 → IsLeast (Set.range (lowerSurface k D V))
      (-V ^ 2 / (2 * k) - k * D ^ 2 / (2 * V ^ 2))) := by
  refine ⟨⟨fun hmin => ?_, fun h Q => ?_⟩, fun h => strong_coupling_isLeast hk hD h⟩
  · by_contra hcon
    have h : k * D < V ^ 2 := not_le.mp hcon
    have hV2 : 0 < V ^ 2 := lt_trans (mul_pos hk hD) h
    have hV : V ≠ 0 := by
      rintro rfl
      simp at hV2
    -- a distorted geometry reaches the well energy, strictly below the symmetric point
    obtain ⟨Q, hQ⟩ := (strong_coupling_isLeast hk hD h).1
    have hgap := stabilization_energy hk.ne' hD.le hV
    have hd : 0 < V ^ 2 - k * D := sub_pos.mpr h
    have hp : 0 < (V ^ 2 - k * D) ^ 2 / (2 * k * V ^ 2) :=
      div_pos (pow_pos hd 2) (by positivity)
    linarith [hmin Q]
  · by_cases hQ : Q = 0
    · rw [hQ]
    · exact (weak_coupling_strict_min hk hD h hQ).le

end

end PseudoJahnTeller
```

```lean
#print axioms PseudoJahnTeller.lowerSurface_eigenvector
-- 'PseudoJahnTeller.lowerSurface_eigenvector' depends on axioms: [propext, Classical.choice, Quot.sound]
#print axioms PseudoJahnTeller.lowerSurface_variational
-- 'PseudoJahnTeller.lowerSurface_variational' depends on axioms: [propext, Classical.choice, Quot.sound]
#print axioms PseudoJahnTeller.pseudo_jahn_teller
-- 'PseudoJahnTeller.pseudo_jahn_teller' depends on axioms: [propext, Classical.choice, Quot.sound]
```

**Q:** Where would I meet this in an actual calculation?

**A:** In a frequency calculation at the symmetric geometry. A Taylor expansion, which the file does not contain, gives the curvature $E''(0)=k-V^2/D$; when it is negative, the code reports an imaginary frequency along $Q$. To fit the model to a scan of both adiabatic energies, note that their mean is $kQ^2/2$ and their squared difference is $4(D^2+V^2Q^2)$, up to a common energy offset. A straight-line fit of each against $Q^2$ yields $k$, $D^2$ and $V^2$.

**Q:** And what would a real molecule add?

**A:** Further modes and electronic states, anharmonicity, different force constants in the two states, and nuclear motion. Here $Q$ is a classical parameter, so tunnelling between the wells and zero-point energy are absent. For electronic structure, the result tells you when vibronic mixing destabilises a symmetric geometry within a model of two states, one harmonic mode and linear coupling.
